# Bounds on the thermally averaged attractive Sommerfeld factor, with its low- and high-temperature limits

A carrier capture coefficient for an attractive charged defect is sometimes computed first with carrier states that ignore the defect's Coulomb field. It is then multiplied by a thermally averaged Sommerfeld factor, which accounts for the enhanced carrier density at the defect. For a pure Coulomb attraction and Maxwell-distributed carriers, the bounds below fix that multiplier to within an interval of length 1 at every temperature, and they give its $T^{-1/2}$ growth in the low-temperature limit.

## The factor and its average

```lean
import Mathlib

open MeasureTheory Set Filter
open scoped Real Topology

namespace SommerfeldCapture

noncomputable section
```

These lines load the Mathlib library, make short notations such as `π` and `√` available, and put the names that follow under the heading `SommerfeldCapture`.

```lean
/-- The attractive Sommerfeld factor at carrier speed `v`, with Coulomb strength `a`. -/
def sommerfeld (a v : ℝ) : ℝ := (a / v) / (1 - Real.exp (-(a / v)))
```

For a carrier of speed $v$, this defines
$$s(v)=\frac{a/v}{1-e^{-a/v}}.$$
It is the density of a Coulomb scattering state at the attracting centre, divided by that of a plane wave. The constant $a$ is a speed that measures the strength of the attraction. Let $q$ be the elementary charge. For a carrier of charge $\pm q$ and a defect of the opposite charge $\mp Z_d q$, with $Z_d>0$, in a medium of permittivity $\varepsilon$, it is $a=Z_d q^2/(2\varepsilon\hbar)$ in SI units. The file takes the formula for $s$ as a definition and does not derive it from the Schrödinger equation.

The notation `(a v : ℝ) : ℝ` says that the function takes two real numbers and returns a real number. Positivity of $a$ and $v$ enters later, as a hypothesis of the theorems.

```lean
/-- The Boltzmann factor of a carrier of unit mass at temperature `T` (in energy units). -/
def boltzmann (T v : ℝ) : ℝ := Real.exp (-v ^ 2 / (2 * T))
```

This is the Boltzmann factor $b_T(v)=e^{-v^2/(2T)}$. Lean reads `-v ^ 2` as $-(v^2)$. Carrier mass and Boltzmann constant are set to one; to restore them, replace $T$ by $k_BT/m$.

```lean
/-- The unnormalised Maxwell distribution of speeds in three dimensions. -/
def maxwellWeight (T v : ℝ) : ℝ := v ^ 2 * boltzmann T v
```

The weight is $w_T(v)=v^2b_T(v)$, where $v^2$ comes from the spherical shell in three-dimensional velocity space. It is not normalised.

```lean
/-- The Sommerfeld factor averaged over the Maxwell distribution of speeds. -/
def thermalSommerfeld (a T : ℝ) : ℝ :=
  (∫ v in Ioi (0 : ℝ), sommerfeld a v * maxwellWeight T v) /
    ∫ v in Ioi (0 : ℝ), maxwellWeight T v
```

The average is
$$\langle s\rangle=\frac{\int_0^\infty s(v)\,w_T(v)\,dv}{\int_0^\infty w_T(v)\,dv},$$
and the division supplies the normalisation. `Ioi 0` is the open half-line $v>0$. Using $\langle s\rangle$ as the correction to a capture coefficient assumes that the rest of the coefficient does not depend on speed. The model also has a parabolic, isotropic band, non-degenerate carriers and no screening by other carriers.

## Bounds at a single speed

```lean
/-- At every positive speed the attractive Sommerfeld factor is at least `1` and at least `a / v`,
and it is at most `1 + a / v`. -/
theorem sommerfeld_bounds {a v : ℝ} (ha : 0 < a) (hv : 0 < v) :
    a / v ≤ sommerfeld a v ∧ 1 ≤ sommerfeld a v ∧ sommerfeld a v ≤ 1 + a / v := by
  unfold sommerfeld
  have hx : 0 < a / v := div_pos ha hv
  generalize a / v = x at hx ⊢
  have hE : 0 < Real.exp (-x) := Real.exp_pos _
  have hE1 : Real.exp (-x) < 1 := Real.exp_lt_one_iff.mpr (by linarith)
  have hd : 0 < 1 - Real.exp (-x) := by linarith
  refine ⟨?_, ?_, ?_⟩
  · rw [le_div_iff₀ hd]
    nlinarith [mul_pos hx hE]
  · rw [le_div_iff₀ hd]
    linarith [Real.add_one_le_exp (-x)]
  · -- the upper bound is `(1 + x) exp (-x) ≤ 1`
    rw [div_le_iff₀ hd]
    have h1 : (x + 1) * Real.exp (-x) ≤ Real.exp x * Real.exp (-x) :=
      mul_le_mul_of_nonneg_right (Real.add_one_le_exp x) hE.le
    have h2 : Real.exp x * Real.exp (-x) = 1 := by
      rw [← Real.exp_add, add_neg_cancel, Real.exp_zero]
    linarith
```

The hypotheses `ha` and `hv` say $a>0$ and $v>0$. The conclusion joins three inequalities with `∧`, which means "and":
$$\frac av\le s(v),\qquad 1\le s(v),\qquad s(v)\le 1+\frac av.$$

Put $x=a/v>0$, so that $s=x/(1-e^{-x})$ with a denominator between 0 and 1. Multiplying each inequality by this denominator gives:

- $x(1-e^{-x})\le x$, which holds because $xe^{-x}>0$;
- $1-e^{-x}\le x$, which is $1+y\le e^y$ at $y=-x$;
- $x\le(1+x)(1-e^{-x})$, which rearranges to $(1+x)e^{-x}\le1$ and follows from $1+x\le e^x$.

In Lean, `generalize` introduces $x$, the lemmas `le_div_iff₀` and `div_le_iff₀` clear the denominator, and `linarith` and `nlinarith` finish the inequalities.

The sign of $a$ matters. For the repulsive value $a=-1$ at $v=1$, the formula gives $s=1/(e-1)\approx0.58$. This is below 1, and it is above $1+a/v=0$, so the second and third bounds both fail.

## Moments of the Boltzmann factor

```lean
/-- For `T > 0`, every natural-number power of `v` times the Boltzmann factor is integrable over the
real line. -/
theorem integrable_pow_mul_boltzmann {T : ℝ} (hT : 0 < T) (n : ℕ) :
    Integrable (fun v : ℝ => v ^ n * boltzmann T v) := by
  have hb : 0 < 1 / (2 * T) := by positivity
  have hn : (-1 : ℝ) < (n : ℝ) := by
    have : (0 : ℝ) ≤ (n : ℝ) := Nat.cast_nonneg n
    linarith
  have h := integrable_rpow_mul_exp_neg_mul_sq hb hn
  simp only [Real.rpow_natCast] at h
  have e : (fun v : ℝ => v ^ n * boltzmann T v) =
      fun v : ℝ => v ^ n * Real.exp (-(1 / (2 * T)) * v ^ 2) := by
    funext v
    unfold boltzmann
    congr 2
    ring
  rw [e]
  exact h
```

For $T>0$ and every natural number $n$, the function $v^n b_T(v)$ is integrable over the whole real line. The proof rewrites it into the form of a Mathlib result on powers times Gaussians. The cases $n=0,1,2$ are used below.

```lean
/-- The slope of the Boltzmann factor in the speed is `-v / T` times the factor itself. -/
theorem hasDerivAt_boltzmann (T v : ℝ) :
    HasDerivAt (fun u : ℝ => boltzmann T u) (-(v / T) * boltzmann T v) v := by
  have h1 := ((hasDerivAt_id' v).fun_mul (hasDerivAt_id' v)).mul_const (-(1 / (2 * T)))
  have h2 : HasDerivAt (fun u : ℝ => -u ^ 2 / (2 * T)) (-(v / T)) v := by
    have e : (fun u : ℝ => -u ^ 2 / (2 * T)) = fun y : ℝ => y * y * -(1 / (2 * T)) := by
      funext y
      ring
    rw [e]
    exact h1.congr_deriv (by ring)
  unfold boltzmann
  exact h2.exp.congr_deriv (by ring)
```

This is the chain rule, $b_T'(v)=-(v/T)\,b_T(v)$. `HasDerivAt f f' v` says that $f$ has derivative $f'$ at the point $v$.

```lean
/-- The first moment of the Boltzmann factor over positive speeds is `T`. -/
theorem integral_mul_boltzmann {T : ℝ} (hT : 0 < T) :
    ∫ v in Ioi (0 : ℝ), v * boltzmann T v = T := by
  have hT0 : T ≠ 0 := hT.ne'
  have i0 : Integrable (fun v : ℝ => boltzmann T v) := by
    simpa only [pow_zero, one_mul] using integrable_pow_mul_boltzmann hT 0
  have i1 : Integrable (fun v : ℝ => v * boltzmann T v) := by
    simpa only [pow_one] using integrable_pow_mul_boltzmann hT 1
  -- `-T` times the Boltzmann factor is an antiderivative
  have hd : ∀ v : ℝ, HasDerivAt (fun u : ℝ => -T * boltzmann T u) (v * boltzmann T v) v :=
    fun v => ((hasDerivAt_boltzmann T v).const_mul (-T)).congr_deriv (by field_simp)
  have ht := tendsto_zero_of_hasDerivAt_of_integrableOn_Ioi (a := 0) (fun v _ => hd v)
    i1.integrableOn (i0.const_mul (-T)).integrableOn
  rw [integral_Ioi_of_hasDerivAt_of_tendsto' (fun v _ => hd v) i1.integrableOn ht]
  simp [boltzmann]
```

For $T>0$, the first moment is
$$\int_0^\infty v\,b_T(v)\,dv=\bigl[-T\,b_T(v)\bigr]_0^\infty=T.$$
The step `hd` checks the antiderivative, and `ht` shows that it vanishes at infinity. The next line evaluates the integral from the two end values.

```lean
/-- The normalisation integral of the Maxwell distribution of speeds. -/
theorem integral_maxwellWeight {T : ℝ} (hT : 0 < T) :
    ∫ v in Ioi (0 : ℝ), maxwellWeight T v = T * (√(2 * π * T) / 2) := by
  have hT0 : T ≠ 0 := hT.ne'
  have i0 : Integrable (fun v : ℝ => boltzmann T v) := by
    simpa only [pow_zero, one_mul] using integrable_pow_mul_boltzmann hT 0
  have i1 : Integrable (fun v : ℝ => v * boltzmann T v) := by
    simpa only [pow_one] using integrable_pow_mul_boltzmann hT 1
  have i2 := integrable_pow_mul_boltzmann hT 2
  have hg : ∫ v in Ioi (0 : ℝ), boltzmann T v = √(2 * π * T) / 2 := by
    have h := integral_gaussian_Ioi (1 / (2 * T))
    have e1 : π / (1 / (2 * T)) = 2 * π * T := by
      rw [div_div_eq_mul_div]
      ring
    have e : (fun v : ℝ => boltzmann T v) =
        fun v : ℝ => Real.exp (-(1 / (2 * T)) * v ^ 2) := by
      funext v
      unfold boltzmann
      congr 1
      ring
    rw [e1] at h
    rw [e]
    exact h
  -- integration by parts: the boundary term `-T v exp (-v² / 2T)` vanishes at both ends
  have hd : ∀ v : ℝ, HasDerivAt (fun u : ℝ => -T * (u * boltzmann T u))
      (v ^ 2 * boltzmann T v - T * boltzmann T v) v := fun v =>
    (((hasDerivAt_id' v).fun_mul (hasDerivAt_boltzmann T v)).const_mul (-T)).congr_deriv
      (by
        have h : T * (v / T) = v := mul_div_cancel₀ v hT0
        linear_combination (v * boltzmann T v) * h)
  have i3 := i2.sub (i0.const_mul T)
  have ht := tendsto_zero_of_hasDerivAt_of_integrableOn_Ioi (a := 0) (fun v _ => hd v)
    i3.integrableOn (i1.const_mul (-T)).integrableOn
  have h := integral_Ioi_of_hasDerivAt_of_tendsto' (a := 0) (fun v _ => hd v)
    i3.integrableOn ht
  rw [integral_sub i2.integrableOn (i0.const_mul T).integrableOn, integral_const_mul, hg] at h
  unfold maxwellWeight
  linarith
```

For $T>0$, the normalisation integral, called $Z$ from here on, is
$$Z=\int_0^\infty v^2b_T(v)\,dv=\frac{T\sqrt{2\pi T}}2.$$
By hand, differentiate the boundary term of an integration by parts:
$$\frac{d}{dv}\bigl[-T\,v\,b_T(v)\bigr]=v^2b_T(v)-T\,b_T(v).$$
The bracket vanishes at $v=0$ and at infinity, so integrating gives $Z=T\int_0^\infty b_T(v)\,dv$. The remaining Gaussian integral is $\sqrt{2\pi T}/2$. In the code, `hg` is this Gaussian integral, `hd` the derivative and `ht` the limit at infinity.

## Bounds on the average

```lean
/-- The thermally averaged Sommerfeld factor is at least `a √(2 / (π T))` and at least `1`,
and it exceeds `a √(2 / (π T))` by at most `1`. -/
theorem thermalSommerfeld_bounds {a T : ℝ} (ha : 0 < a) (hT : 0 < T) :
    a * √(2 / (π * T)) ≤ thermalSommerfeld a T ∧ 1 ≤ thermalSommerfeld a T ∧
      thermalSommerfeld a T ≤ 1 + a * √(2 / (π * T)) := by
  have hpi := Real.pi_pos
  have iW : IntegrableOn (fun v : ℝ => maxwellWeight T v) (Ioi 0) :=
    (integrable_pow_mul_boltzmann hT 2).integrableOn
  have iB : IntegrableOn (fun v : ℝ => a * (v * boltzmann T v)) (Ioi 0) := by
    have h := integrable_pow_mul_boltzmann hT 1
    simp only [pow_one] at h
    exact (h.const_mul a).integrableOn
  have hW : ∀ v : ℝ, 0 ≤ maxwellWeight T v := fun v =>
    mul_nonneg (sq_nonneg v) (Real.exp_pos _).le
  have hxW : ∀ v : ℝ, 0 < v → a / v * maxwellWeight T v = a * (v * boltzmann T v) := by
    intro v hv
    unfold maxwellWeight
    field_simp
  -- pointwise bounds on the integrand
  have lo : ∀ v ∈ Ioi (0 : ℝ),
      a * (v * boltzmann T v) ≤ sommerfeld a v * maxwellWeight T v := by
    intro v hv
    rw [← hxW v hv]
    exact mul_le_mul_of_nonneg_right (sommerfeld_bounds ha hv).1 (hW v)
  have one : ∀ v ∈ Ioi (0 : ℝ), maxwellWeight T v ≤ sommerfeld a v * maxwellWeight T v :=
    fun v hv => le_mul_of_one_le_left (hW v) (sommerfeld_bounds ha hv).2.1
  have up : ∀ v ∈ Ioi (0 : ℝ), sommerfeld a v * maxwellWeight T v ≤
      maxwellWeight T v + a * (v * boltzmann T v) := by
    intro v hv
    have h := mul_le_mul_of_nonneg_right (sommerfeld_bounds ha hv).2.2 (hW v)
    rw [add_mul, one_mul, hxW v hv] at h
    exact h
  have hm : Measurable (fun v : ℝ => sommerfeld a v * maxwellWeight T v) := by
    unfold sommerfeld maxwellWeight boltzmann
    fun_prop
  have iS : IntegrableOn (fun v : ℝ => sommerfeld a v * maxwellWeight T v) (Ioi 0) := by
    refine Integrable.mono' (iW.add iB) hm.aestronglyMeasurable
      (ae_restrict_of_forall_mem measurableSet_Ioi fun v hv => ?_)
    rw [Real.norm_of_nonneg ((hW v).trans (one v hv))]
    exact up v hv
  have h1 := setIntegral_mono_on iB iS measurableSet_Ioi lo
  have h2 := setIntegral_mono_on iW iS measurableSet_Ioi one
  have h3 := setIntegral_mono_on iS (iW.add iB) measurableSet_Ioi up
  have hadd := integral_add iW iB
  have hB : ∫ v in Ioi (0 : ℝ), a * (v * boltzmann T v) = a * T := by
    rw [integral_const_mul, integral_mul_boltzmann hT]
  have hZ : 0 < ∫ v in Ioi (0 : ℝ), maxwellWeight T v := by
    rw [integral_maxwellWeight hT]
    positivity
  -- the ratio of the two moments
  have hr : a * √(2 / (π * T)) * (∫ v in Ioi (0 : ℝ), maxwellWeight T v) = a * T := by
    have hs : √(2 / (π * T)) * √(2 * π * T) = 2 := by
      rw [← Real.sqrt_mul (by positivity)]
      have e : 2 / (π * T) * (2 * π * T) = 2 ^ 2 := by
        have h : 2 / (π * T) * (π * T) = 2 := div_mul_cancel₀ 2 (by positivity)
        linear_combination 2 * h
      rw [e, Real.sqrt_sq (by norm_num)]
    rw [integral_maxwellWeight hT]
    linear_combination (a * T / 2) * hs
  unfold thermalSommerfeld
  refine ⟨?_, ?_, ?_⟩
  · rw [le_div_iff₀ hZ, hr, ← hB]
    exact h1
  · rw [le_div_iff₀ hZ, one_mul]
    exact h2
  · rw [div_le_iff₀ hZ, add_mul, one_mul, hr, ← hB, ← hadd]
    exact h3
```

For all $a>0$ and $T>0$,
$$a\sqrt{\frac{2}{\pi T}}\le\langle s\rangle,\qquad 1\le\langle s\rangle,\qquad \langle s\rangle\le1+a\sqrt{\frac{2}{\pi T}}.$$

Multiply the single-speed bounds by $w_T(v)\ge0$. Since $(a/v)\,w_T(v)=a\,v\,b_T(v)$, this gives
$$a\,v\,b_T\le s\,w_T,\qquad w_T\le s\,w_T\le w_T+a\,v\,b_T.$$
Write $N=\int_0^\infty s\,w_T\,dv$. Integrating and using the first moment gives
$$aT\le N,\qquad Z\le N\le Z+aT.$$
Now divide by $Z>0$. The ratio that appears is
$$\frac{aT}{Z}=\frac{2a}{\sqrt{2\pi T}}=a\sqrt{\frac{2}{\pi T}}.$$

The Lean proof follows the same route. The steps `lo`, `one` and `up` are the bounds on the integrand, `h1`, `h2` and `h3` integrate them, and `hr` is the ratio $aT/Z$ with its denominator cleared. The step `iS` proves that $s\,w_T$ is integrable, by comparison with its upper bound. Lean assigns the value zero to the integral of a non-integrable function, so this step is what makes $N$ a genuine integral.

As an example, if $a\sqrt{2/(\pi T)}=10$, then $\langle s\rangle$ lies between 10 and 11, and the leading term alone underestimates it by at most one part in eleven. In the limit $a\to0^+$ at fixed $T$, the second and third bounds squeeze $\langle s\rangle$ to 1, the value without a Coulomb field.

## Cold and hot carriers

```lean
/-- As `T` tends to zero, `√T` times the averaged Sommerfeld factor tends to `a √(2 / π)`. -/
theorem thermalSommerfeld_low_temperature {a : ℝ} (ha : 0 < a) :
    Tendsto (fun T : ℝ => √T * thermalSommerfeld a T) (𝓝[>] 0) (𝓝 (a * √(2 / π))) := by
  have key : ∀ T : ℝ, 0 < T → √T * (a * √(2 / (π * T))) = a * √(2 / π) := by
    intro T hT
    have h : √T * √(2 / (π * T)) = √(2 / π) := by
      rw [← Real.sqrt_mul hT.le]
      congr 1
      field_simp
    rw [← h]
    ring
  have hc : Continuous (fun T : ℝ => √T + a * √(2 / π)) := by fun_prop
  have hup : Tendsto (fun T : ℝ => √T + a * √(2 / π)) (𝓝[>] 0) (𝓝 (a * √(2 / π))) := by
    have h := (hc.tendsto 0).mono_left (nhdsWithin_le_nhds (s := Ioi 0))
    simp only [Real.sqrt_zero, zero_add] at h
    exact h
  refine tendsto_of_tendsto_of_tendsto_of_le_of_le' tendsto_const_nhds hup ?_ ?_
  · filter_upwards [self_mem_nhdsWithin] with T hT
    rw [← key T hT]
    exact mul_le_mul_of_nonneg_left (thermalSommerfeld_bounds ha hT).1 (Real.sqrt_nonneg T)
  · filter_upwards [self_mem_nhdsWithin] with T hT
    have h := mul_le_mul_of_nonneg_left (thermalSommerfeld_bounds ha hT).2.2
      (Real.sqrt_nonneg T)
    rw [mul_add, mul_one, key T hT] at h
    exact h
```

`Tendsto` expresses a limit, and `𝓝[>] 0` means that $T$ approaches zero through positive values. For fixed $a>0$, the theorem states
$$\lim_{T\to0^+}\sqrt T\,\langle s\rangle=a\sqrt{\frac2\pi}.$$
Multiplying the bounds on the average by $\sqrt T$ gives
$$a\sqrt{\frac2\pi}\le\sqrt T\,\langle s\rangle\le\sqrt T+a\sqrt{\frac2\pi},$$
and both sides tend to the stated value. The step `key` simplifies the product of square roots, `hup` gives the limit of the upper side, and the lemma with the long name beginning `tendsto_of_tendsto_of_tendsto` is the squeeze theorem. Each `filter_upwards` line supplies one of the two inequalities for positive $T$.

Within this model the Coulomb enhancement therefore grows as $T^{-1/2}$ when $T$ approaches zero. The temperature dependence of the full capture coefficient also contains whatever the uncorrected coefficient contributes.

```lean
/-- As `T` tends to infinity, the averaged Sommerfeld factor tends to `1`. -/
theorem thermalSommerfeld_high_temperature {a : ℝ} (ha : 0 < a) :
    Tendsto (fun T : ℝ => thermalSommerfeld a T) atTop (𝓝 1) := by
  have h0 : Tendsto (fun T : ℝ => 2 / (π * T)) atTop (𝓝 0) :=
    (tendsto_id.const_mul_atTop Real.pi_pos).const_div_atTop 2
  have hc : Continuous (fun y : ℝ => 1 + a * √y) := by fun_prop
  have hup : Tendsto (fun T : ℝ => 1 + a * √(2 / (π * T))) atTop (𝓝 1) := by
    have h := (hc.tendsto 0).comp h0
    simp only [Real.sqrt_zero, mul_zero, add_zero] at h
    exact h
  refine tendsto_of_tendsto_of_tendsto_of_le_of_le' tendsto_const_nhds hup ?_ ?_
  · filter_upwards [eventually_gt_atTop 0] with T hT
    exact (thermalSommerfeld_bounds ha hT).2.1
  · filter_upwards [eventually_gt_atTop 0] with T hT
    exact (thermalSommerfeld_bounds ha hT).2.2

end

end SommerfeldCapture
```

Here `atTop` means $T\to\infty$, and the theorem states $\langle s\rangle\to1$ at fixed $a>0$. The argument is again a squeeze:
$$1\le\langle s\rangle\le1+a\sqrt{\frac{2}{\pi T}},$$
where the square root tends to zero. The step `h0` is the limit of $2/(\pi T)$, and `hup` carries it through the continuous function $y\mapsto1+a\sqrt y$. Fast carriers are hardly affected by the attraction, and the correction to the capture coefficient disappears.

```lean
#print axioms SommerfeldCapture.thermalSommerfeld_low_temperature
#print axioms SommerfeldCapture.thermalSommerfeld_high_temperature
```

```
'SommerfeldCapture.thermalSommerfeld_low_temperature' depends on axioms: [propext, Classical.choice, Quot.sound]
'SommerfeldCapture.thermalSommerfeld_high_temperature' depends on axioms: [propext, Classical.choice, Quot.sound]
```
